# Omitting the fermion signs lowers the lowest energy of two spinless fermions on a four-site hopping ring from $-2t$ to $-2\sqrt2\,t$

The determinants are represented here as antisymmetric wave functions of two particle positions, and the Hamiltonian matrix elements as overlaps of these functions. The fermion signs therefore come out of a calculation and are not entered by hand.

The fermions do not interact. They hop between neighbouring sites of the ring with amplitude $-t$, where $t>0$ sets the strength of tunnelling and its sign favours the in-phase combination of neighbouring orbitals. Two particles on four sites give six determinants of site orbitals. The lowest eigenvalue of the resulting $6\times6$ matrix is $-2t$. If every nonzero element is replaced by $-t$, it becomes $-2\sqrt2\,t$. In this small non-interacting model, a configuration-interaction program that works with these site-orbital determinants and omits the fermion signs would thus report an energy below the exact one.

## Antisymmetric wave functions and their overlaps

The first steps hold for any finite set of sites, called `ι` in the code.

In Lean 4 with Mathlib:

```lean
import Mathlib

open Matrix

namespace MissingFermionSigns

noncomputable section

variable {ι : Type*} [Fintype ι] [DecidableEq ι]
```

The site orbitals are orthonormal. The orbital on site $k$, evaluated at position $a$, is $\delta_{ak}$, which equals one for $a=k$ and zero otherwise.

```lean
/-- The overlap of two site orbitals: one for equal sites, zero otherwise. -/
def kron (a b : ι) : ℝ := if a = b then 1 else 0
```

Let $p=(p_1,p_2)$ be an ordered pair of sites. Its determinant is

$$\Psi_p(a,b)=\frac{\delta_{ap_1}\delta_{bp_2}-\delta_{ap_2}\delta_{bp_1}}{\sqrt2}.$$

It has norm one when $p_1\neq p_2$, and it vanishes when the two sites coincide, as the Pauli principle requires. Exchanging $p_1$ and $p_2$ reverses its sign, so an order of the sites has to be fixed for each basis state.

```lean
/-- The two-particle Slater determinant of the site orbitals `p.1` and `p.2`, as a wave function
of the two particle positions; it is normalised when the two sites differ. -/
def slater (p : ι × ι) (a b : ι) : ℝ :=
  (kron a p.1 * kron b p.2 - kron a p.2 * kron b p.1) / √2
```

A one-particle matrix $h$ acts on each particle in turn, and the two contributions are added:

$$(\hat H\Psi)(a,b)=\sum_c h_{ac}\Psi(c,b)+\sum_c h_{bc}\Psi(a,c).$$

There is no two-particle term.

```lean
/-- The one-particle operator `h`, summed over both particles, acting on a wave function. -/
def twoParticle (h : Matrix ι ι ℝ) (Ψ : ι → ι → ℝ) (a b : ι) : ℝ :=
  ∑ c, h a c * Ψ c b + ∑ c, h b c * Ψ a c
```

The matrix element is the overlap $\langle\Psi_p|\hat H|\Psi_q\rangle=\sum_{a,b}\Psi_p(a,b)\,(\hat H\Psi_q)(a,b)$. All quantities are real, so no complex conjugation appears.

```lean
/-- The matrix element of the summed one-particle operator between two determinants. -/
def element (h : Matrix ι ι ℝ) (p q : ι × ι) : ℝ :=
  ∑ a, ∑ b, slater p a b * twoParticle h (slater q) a b
```

## Where the minus sign of the exchanged terms comes from

Every sum in the overlap contains a site orbital, which selects a single term: $\sum_c\delta_{ck}\,g(c)=g(k)$.

```lean
/-- Summing over positions against a site orbital picks out the value at that site. -/
theorem sum_kron (k : ι) (g : ι → ℝ) : ∑ c, kron c k * g c = g k := by
  simp [kron]
```

Applied to the first argument of a determinant, this gives

$$\sum_c f(c)\Psi_q(c,b)=\frac{f(q_1)\delta_{bq_2}-f(q_2)\delta_{bq_1}}{\sqrt2}.$$

The proof writes each summand as a difference of two products with a site orbital in front, and then uses `sum_kron` twice.

```lean
/-- Contraction of the first particle of a determinant with a one-particle function. -/
theorem sum_slater_left (q : ι × ι) (b : ι) (f : ι → ℝ) :
    ∑ c, f c * slater q c b = (f q.1 * kron b q.2 - f q.2 * kron b q.1) / √2 := by
  calc ∑ c, f c * slater q c b
      = ∑ c, (kron c q.1 * (f c * kron b q.2 / √2) - kron c q.2 * (f c * kron b q.1 / √2)) :=
        Finset.sum_congr rfl fun c _ => by simp only [slater]; ring
    _ = _ := by rw [Finset.sum_sub_distrib, sum_kron, sum_kron]; ring
```

The second argument is treated in the same way:

$$\sum_c f(c)\Psi_q(a,c)=\frac{\delta_{aq_1}f(q_2)-\delta_{aq_2}f(q_1)}{\sqrt2}.$$

```lean
/-- Contraction of the second particle of a determinant with a one-particle function. -/
theorem sum_slater_right (q : ι × ι) (a : ι) (f : ι → ℝ) :
    ∑ c, f c * slater q a c = (kron a q.1 * f q.2 - kron a q.2 * f q.1) / √2 := by
  calc ∑ c, f c * slater q a c
      = ∑ c, (kron c q.2 * (f c * kron a q.1 / √2) - kron c q.1 * (f c * kron a q.2 / √2)) :=
        Finset.sum_congr rfl fun c _ => by simp only [slater]; ring
    _ = _ := by rw [Finset.sum_sub_distrib, sum_kron, sum_kron]; ring
```

Summing the overlap over $b$ and then over $a$ leaves

$$\langle\Psi_p|\hat H|\Psi_q\rangle=\frac{(\hat H\Psi_q)(p_1,p_2)-(\hat H\Psi_q)(p_2,p_1)}{\sqrt2}.$$

The two contractions evaluate the first term as

$$(\hat H\Psi_q)(p_1,p_2)=\frac{h_{p_1q_1}\delta_{p_2q_2}+h_{p_2q_2}\delta_{p_1q_1}-h_{p_1q_2}\delta_{p_2q_1}-h_{p_2q_1}\delta_{p_1q_2}}{\sqrt2}.$$

Exchanging $p_1$ and $p_2$ reverses the sign of this expression, so the difference doubles it. The factor 2 cancels the two factors $1/\sqrt2$, and the result is the Slater-Condon rule for a one-particle operator:

$$\langle\Psi_p|\hat H|\Psi_q\rangle=h_{p_1q_1}\delta_{p_2q_2}+h_{p_2q_2}\delta_{p_1q_1}-h_{p_1q_2}\delta_{p_2q_1}-h_{p_2q_1}\delta_{p_1q_2}.$$

In the proof, `inner_sum` is the sum over $b$, and `hs` states that the two normalisation factors multiply to one half. The final `linear_combination` is the cancellation just described.

```lean
/-- Slater-Condon rule for a one-particle operator and two fermions: direct terms enter with a
plus sign, exchanged terms with a minus sign. -/
theorem slater_condon (h : Matrix ι ι ℝ) (p q : ι × ι) :
    element h p q = h p.1 q.1 * kron p.2 q.2 + h p.2 q.2 * kron p.1 q.1
      - h p.1 q.2 * kron p.2 q.1 - h p.2 q.1 * kron p.1 q.2 := by
  have inner_sum : ∀ a, ∑ b, slater p a b * twoParticle h (slater q) a b
      = (kron a p.1 * twoParticle h (slater q) a p.2
        - kron a p.2 * twoParticle h (slater q) a p.1) / √2 := fun a =>
    (Finset.sum_congr rfl fun b _ => mul_comm _ _).trans
      (sum_slater_right p a (twoParticle h (slater q) a))
  -- the two normalisation factors combine to one half
  have hs : (√2)⁻¹ * (√2)⁻¹ = (1 / 2 : ℝ) := by
    rw [← mul_inv, Real.mul_self_sqrt (by norm_num)]; norm_num
  unfold element
  simp only [inner_sum]
  rw [← Finset.sum_div, Finset.sum_sub_distrib, sum_kron, sum_kron]
  simp only [twoParticle, sum_slater_left, sum_slater_right]
  linear_combination (2 * (h p.1 q.1 * kron p.2 q.2 + h p.2 q.2 * kron p.1 q.1
      - h p.1 q.2 * kron p.2 q.1 - h p.2 q.1 * kron p.1 q.2)) * hs
```

## Two of the eight hops carry $+t$

The sites of the ring are numbered 0 to 3. Addition in `Fin 4` is modulo 4, so the condition `j = i + 1 ∨ i = j + 1` includes the bond between sites 3 and 0.

```lean
/-- Hopping with amplitude `-t` between neighbours on the four-site ring. -/
def hop (t : ℝ) : Matrix (Fin 4) (Fin 4) ℝ :=
  Matrix.of fun i j => if j = i + 1 ∨ i = j + 1 then -t else 0
```

The basis consists of the six pairs in increasing order. They are indexed from 0 to 5.

```lean
/-- The six ways to occupy two of the four sites. -/
def pairs : Fin 6 → Fin 4 × Fin 4 := ![(0, 1), (0, 2), (0, 3), (1, 2), (1, 3), (2, 3)]
```

The Hamiltonian matrix collects the overlaps between these determinants.

```lean
/-- The Hamiltonian of two spinless fermions on the ring in the basis of determinants. -/
def ringH (t : ℝ) : Matrix (Fin 6) (Fin 6) ℝ :=
  Matrix.of fun I J => element (hop t) (pairs I) (pairs J)
```

The faulty matrix keeps the pattern of nonzero elements and sets each of them to $-t$.

```lean
/-- The faulty Hamiltonian, with every nonzero element replaced by `-t`. -/
def unsignedH (t : ℝ) : Matrix (Fin 6) (Fin 6) ℝ :=
  Matrix.of fun I J => if ringH t I J = 0 then 0 else -t
```

The lowest eigenvalue is defined as the least element of the set of real numbers $e$ for which $Hv=ev$ has a nonzero real solution $v$. Both matrices are real and symmetric, so this is the usual lowest energy.

```lean
/-- `E` is the lowest real eigenvalue of the matrix `H`. -/
def IsLowestEigenvalue (H : Matrix (Fin 6) (Fin 6) ℝ) (E : ℝ) : Prop :=
  IsLeast {e : ℝ | ∃ v : Fin 6 → ℝ, v ≠ 0 ∧ H *ᵥ v = e • v} E
```

A hop moves one particle by one site. It therefore connects a pair of opposite sites, $(0,2)$ or $(1,3)$, with a pair of neighbouring sites, $(0,1)$, $(0,3)$, $(1,2)$ or $(2,3)$. All other elements vanish. With the opposite pairs as rows and the neighbouring pairs as columns, both in the order just given, the nonzero block is

$$B=\begin{pmatrix}-t&-t&-t&t\\ t&-t&-t&-t\end{pmatrix}.$$

The element between $(0,1)$ and $(1,3)$ shows how a plus sign arises. The particle on site 0 hops to site 3 while the other stays on site 1. In the Slater-Condon rule only the exchanged term $-h_{03}\delta_{11}=+t$ survives, because the hop produces the pair in the order $(3,1)$ and the basis uses $(1,3)$. The element between $(0,2)$ and $(2,3)$ is $+t$ for the same reason. The other six hops leave the order intact and give $-t$. The proof applies the rule to each of the 36 elements.

```lean
/-- The determinant matrix written out: hops across the end of the site ordering carry `+t`. -/
theorem ringH_eq (t : ℝ) : ringH t =
    !![0, -t, 0, 0, t, 0; -t, 0, -t, -t, 0, t; 0, -t, 0, 0, -t, 0;
       0, -t, 0, 0, -t, 0; t, 0, -t, -t, 0, -t; 0, t, 0, 0, -t, 0] := by
  ext I J
  simp only [ringH, Matrix.of_apply, slater_condon]
  fin_cases I <;> fin_cases J <;> simp [pairs, hop, kron]
```

## Why the error lowers the energy

For $t>0$ each nonzero element is $t$ or $-t$, so the faulty matrix $U$ has the elements $U_{IJ}=-|H_{IJ}|$.

```lean
/-- For `t > 0` the faulty matrix consists of minus the absolute values of the correct one. -/
theorem unsignedH_eq_neg_abs {t : ℝ} (ht : 0 < t) (I J : Fin 6) :
    unsignedH t I J = -|ringH t I J| := by
  simp only [unsignedH, Matrix.of_apply, ringH_eq]
  fin_cases I <;> fin_cases J <;> simp [ht.ne', abs_of_pos ht]
```

This replacement has a definite direction for every real matrix. Each term of an energy expression satisfies $x_iH_{ij}x_j\ge-|x_i|\,|H_{ij}|\,|x_j|$, and summation gives

$$\sum_{i,j}|x_i|\,(-|H_{ij}|)\,|x_j|\le\sum_{i,j}x_iH_{ij}x_j.$$

The vectors $x$ and $|x|$ have the same norm. If $x$ is a normalised ground state of the correct matrix, then $|x|$ is a normalised trial vector whose energy with the faulty matrix is no higher. By the variational principle for symmetric matrices, the lowest energy cannot rise. The theorem below is the inequality between the two sums, and the values for the ring are obtained independently of it.

```lean
/-- For any real matrix, replacing the elements by minus their absolute values gives the
vector `|x|` an energy expectation no higher than that of `x` with the original matrix. -/
theorem dropping_signs_lowers {n : Type*} [Fintype n] (H : Matrix n n ℝ) (x : n → ℝ) :
    ∑ i, ∑ j, |x i| * (-|H i j|) * |x j| ≤ ∑ i, ∑ j, x i * H i j * x j := by
  refine Finset.sum_le_sum fun i _ => Finset.sum_le_sum fun j _ => ?_
  have h := neg_abs_le (x i * H i j * x j)
  rw [abs_mul, abs_mul] at h
  linarith
```

## A lower bound from the cube of the matrix

Suppose that $H^3=c^2H$ with $c\ge0$, and let $Hv=Ev$ with $v\neq0$. Applying both sides to $v$ gives $E^3v=c^2Ev$, and a nonzero component of $v$ turns this into $E^3=c^2E$. If $E$ were below $-c$, it would be negative, and division by $E$ would give $E^2=c^2$. But $E<-c$ also implies

$$E^2-c^2=(-c-E)(c-E)>0,$$

which is a contradiction. Hence $E\ge-c$.

The code states the condition on $H^3$ through its action on every vector. The equation `h5` is $E^2=c^2$, and `nlinarith` receives the positive product that contradicts it.

```lean
/-- If `H³ = c² H` with `c ≥ 0`, then no real eigenvalue of `H` lies below `-c`. -/
theorem eigenvalue_bound {H : Matrix (Fin 6) (Fin 6) ℝ} {c E : ℝ} (hc : 0 ≤ c)
    (hH : ∀ v, H *ᵥ (H *ᵥ (H *ᵥ v)) = c ^ 2 • (H *ᵥ v))
    {v : Fin 6 → ℝ} (hv0 : v ≠ 0) (hv : H *ᵥ v = E • v) : -c ≤ E := by
  by_contra hlt
  have hlt' : E < -c := lt_of_not_ge hlt
  have hE : E < 0 := by linarith
  obtain ⟨i, hi⟩ := Function.ne_iff.1 hv0
  have h3 := hH v
  simp only [hv, Matrix.mulVec_smul] at h3
  have h4 := congrFun h3 i
  simp only [Pi.smul_apply, smul_eq_mul] at h4
  -- a negative eigenvalue must satisfy E² = c²
  have h5 : E ^ 2 = c ^ 2 := by
    apply mul_right_cancel₀ (mul_ne_zero hE.ne hi)
    linear_combination h4
  nlinarith [mul_pos (show 0 < -c - E by linarith) (show 0 < c - E by linarith)]
```

## The two lowest energies

In the block form, $H^3$ has the blocks $BB^{\mathsf T}B$ and its transpose. The two rows of $B$ are orthogonal and each has squared length $4t^2$, so $BB^{\mathsf T}B=4t^2B$. Thus $H^3=(2t)^2H$, and no eigenvalue lies below $-2t$.

In the faulty matrix both rows of the block are $(-t,-t,-t,-t)$. Calling this block $B'$, one finds

$$B'B'^{\mathsf T}=4t^2\begin{pmatrix}1&1\\1&1\end{pmatrix},\qquad B'B'^{\mathsf T}B'=8t^2B'.$$

Here $c=2\sqrt2\,t$, and no eigenvalue lies below $-2\sqrt2\,t$.

Both bounds are reached. In the basis order of `pairs`, normalised eigenvectors are

$$\frac{1}{2\sqrt2}(1,2,1,1,0,-1)\quad\text{and}\quad\frac{1}{2\sqrt2}(1,\sqrt2,1,1,\sqrt2,1)$$

for the correct and the faulty matrix respectively. For the first, omitting the prefactor, the component on $(0,2)$ becomes $-t-t-t-t=-4t=-2t\cdot2$, and the component on $(1,3)$ becomes $t-t-t+t=0$. The neighbouring pairs receive $2\cdot(-t,-t,-t,t)=-2t\,(1,1,1,-1)$. For the second, each opposite pair receives $-4t=-2\sqrt2\,t\cdot\sqrt2$, and each neighbouring pair receives $-t(\sqrt2+\sqrt2)=-2\sqrt2\,t$. All components of this second vector are positive: with the signs gone, every hop can lower the energy at once.

Finally, $\sqrt2>1$ and $t>0$ give $-2\sqrt2\,t<-2t$.

The theorem combines these statements for every real $t>0$. Each claim about a lowest eigenvalue has two parts, an eigenvector that attains the value and the bound from `eigenvalue_bound`. The code uses the eigenvectors without their prefactor, since the definition only asks for a nonzero vector, and component 0 shows that they are nonzero. The eigenvalue equations and the identities for $H^3$ are checked component by component, with the six-term sums written out. The last bullet is the strict inequality.

```lean
/-- For two spinless fermions on the four-site ring with `t > 0` the lowest eigenvalue is `-2t`;
replacing every nonzero matrix element by `-t` gives the strictly lower value `-2√2 t`. -/
theorem missing_signs_lower_energy {t : ℝ} (ht : 0 < t) :
    IsLowestEigenvalue (ringH t) (-(2 * t)) ∧
    IsLowestEigenvalue (unsignedH t) (-(2 * √2 * t)) ∧
    -(2 * √2 * t) < -(2 * t) := by
  have h2 : √2 ^ 2 = (2 : ℝ) := Real.sq_sqrt (by norm_num)
  have h1 : 1 < √2 := by nlinarith [Real.sqrt_nonneg 2]
  have hU : unsignedH t =
      !![0, -t, 0, 0, -t, 0; -t, 0, -t, -t, 0, -t; 0, -t, 0, 0, -t, 0;
         0, -t, 0, 0, -t, 0; -t, 0, -t, -t, 0, -t; 0, -t, 0, 0, -t, 0] := by
    ext I J
    simp only [unsignedH, Matrix.of_apply, ringH_eq]
    fin_cases I <;> fin_cases J <;> simp [ht.ne']
  refine ⟨⟨⟨![1, 2, 1, 1, 0, -1], fun h => by simpa using congrFun h 0, ?_⟩, ?_⟩,
    ⟨⟨![1, √2, 1, 1, √2, 1], fun h => by simpa using congrFun h 0, ?_⟩, ?_⟩, ?_⟩
  · -- a ground state of the correct matrix (the level is doubly degenerate)
    rw [ringH_eq]
    ext i
    fin_cases i <;> simp [Matrix.mulVec, dotProduct, Fin.sum_univ_succ] <;> ring
  · rintro E ⟨v, hv0, hv⟩
    refine eigenvalue_bound (by positivity) (fun w => ?_) hv0 hv
    rw [ringH_eq]
    ext i
    fin_cases i <;> simp [Matrix.mulVec, dotProduct, Fin.sum_univ_succ] <;> ring
  · -- the nodeless state of the faulty matrix
    have h3 : t * √2 ^ 2 = 2 * t := by rw [h2]; ring
    rw [hU]
    ext i
    fin_cases i <;> simp [Matrix.mulVec, dotProduct, Fin.sum_univ_succ] <;> linarith [h3]
  · rintro E ⟨v, hv0, hv⟩
    refine eigenvalue_bound (by positivity) (fun w => ?_) hv0 hv
    have h8 : (2 * √2 * t) ^ 2 = 8 * t ^ 2 := by linear_combination 4 * t ^ 2 * h2
    rw [h8, hU]
    ext i
    fin_cases i <;> simp [Matrix.mulVec, dotProduct, Fin.sum_univ_succ] <;> ring
  · nlinarith [mul_pos ht (sub_pos.2 h1)]

end

end MissingFermionSigns
```

```lean
#print axioms MissingFermionSigns.unsignedH_eq_neg_abs
#print axioms MissingFermionSigns.dropping_signs_lowers
#print axioms MissingFermionSigns.missing_signs_lower_energy
```

```
'MissingFermionSigns.unsignedH_eq_neg_abs' depends on axioms: [propext, Classical.choice, Quot.sound]
'MissingFermionSigns.dropping_signs_lowers' depends on axioms: [propext, Classical.choice, Quot.sound]
'MissingFermionSigns.missing_signs_lower_energy' depends on axioms: [propext, Classical.choice, Quot.sound]
```
